# With a quadratic interaction, the self-consistent Kohn–Sham energy on a finite lattice is the band sum minus the interaction energy

Let normalised orbitals φₖ with energies εₖ and occupations fₖ solve the Kohn–Sham equations on a finite lattice, in an external potential v plus the potential Wρ that their own density ρ generates through a real interaction matrix W. Let T be the hopping matrix. Then

Σₖ fₖ ⟨φₖ, Tφₖ⟩ + v·ρ + ½ ρ·Wρ = Σₖ fₖ εₖ − ½ ρ·Wρ.

The left side is the total energy E. The right side is the band sum, Σₖ fₖ εₖ, with a correction. The correction is there because each orbital energy contains the interaction of that orbital with the whole density. Adding up the orbital energies therefore counts the interaction between any two parts of the density twice, while the total energy contains it once.

Electronic-structure programs can use such a relation to obtain a total energy from orbital energies; the version here holds for an interaction energy that is quadratic in the density. Full Kohn–Sham theory also has an exchange-correlation energy, which is in general not quadratic in the density and brings a correction of its own.

## Orbitals in an effective potential

The sites form a finite set `n`, and the orbitals are labelled by a set `κ`.

```lean
import Mathlib

open Matrix

namespace KohnShamDoubleCounting

noncomputable section

variable {n κ : Type*} [Fintype n]
```

An orbital φₖ has a complex amplitude φₖᵢ on each site i. For a real effective potential w, the two conditions on it are

Σᵢ |φₖᵢ|² = 1,

(T + diag(w)) φₖ = εₖ φₖ.

In Lean, `⬝ᵥ` is the plain sum of products without complex conjugation, so ⟨φₖ, φₖ⟩ is written with an explicit `star`. The symbol `*ᵥ` applies a matrix to a vector.

The predicate `IsKohnSham` asks for less than the textbook construction does. The orbitals need not be orthogonal, they need not be the lowest ones, and T need not be Hermitian. The orbital energies are real by their type, `κ → ℝ`. Nothing in the predicate ties w to a density; self-consistency enters later as a separate hypothesis.

```lean
/-- The orbitals `φ k` are normalised and solve the lattice Kohn-Sham equations
`(T + diag w) φ k = ε k φ k` with hopping matrix `T` and real effective potential `w`. -/
def IsKohnSham [DecidableEq n] (T : Matrix n n ℂ) (w : n → ℝ)
    (φ : κ → n → ℂ) (ε : κ → ℝ) : Prop :=
  ∀ k, star (φ k) ⬝ᵥ φ k = 1 ∧
    (T + diagonal (fun i => (w i : ℂ))) *ᵥ φ k = (ε k : ℂ) • φ k
```

The interaction energy of a real lattice density ρ is

H(ρ) = ½ ρ·Wρ = ½ Σᵢⱼ ρᵢ Wᵢⱼ ρⱼ.

The Lean name is `hartree`, although W may be any real matrix and not only a lattice Coulomb interaction. As in the usual Hartree energy, the interaction of a particle with its own density is included.

```lean
/-- The interaction energy `ρ · W ρ / 2` of a lattice density `ρ`. -/
def hartree (W : Matrix n n ℝ) (ρ : n → ℝ) : ℝ := (ρ ⬝ᵥ W *ᵥ ρ) / 2
```

## Projecting the orbital equation

Take the inner product of the orbital equation with φₖ. Normalisation turns the right side into εₖ, so

⟨φₖ, Tφₖ⟩ + ⟨φₖ, diag(w) φₖ⟩ = εₖ.

The potential is diagonal in the site basis and sees only the orbital density:

⟨φₖ, diag(w) φₖ⟩ = Σᵢ φₖᵢ* wᵢ φₖᵢ = Σᵢ wᵢ |φₖᵢ|².

Hence

⟨φₖ, Tφₖ⟩ = εₖ − Σᵢ wᵢ |φₖᵢ|².

The theorem states this as an equation between complex numbers whose right side is a real number regarded as complex. It therefore also says that the expectation value of T is real for these orbitals, even though T was not assumed Hermitian: the reality comes from εₖ and w.

In the proof, `h3` is the projected equation and `h4` is the evaluation of the potential term, where `Complex.normSq` stands for |·|². The last two lines insert `h4` into the goal and close it with `h3`.

```lean
/-- For a Kohn-Sham orbital, the expectation value of the hopping matrix is the real number
given by the orbital energy minus the energy of the orbital in the effective potential. -/
theorem orbital_expectation [DecidableEq n] {T : Matrix n n ℂ} {w : n → ℝ}
    {φ : κ → n → ℂ} {ε : κ → ℝ} (h : IsKohnSham T w φ ε) (k : κ) :
    star (φ k) ⬝ᵥ T *ᵥ φ k =
      ((ε k - ∑ i, w i * Complex.normSq (φ k i) : ℝ) : ℂ) := by
  obtain ⟨h1, h2⟩ := h k
  -- project the orbital equation on the orbital itself
  have h3 := congrArg (fun x => star (φ k) ⬝ᵥ x) h2
  simp only [Matrix.add_mulVec, dotProduct_add, dotProduct_smul, h1, smul_eq_mul,
    mul_one] at h3
  -- the potential only sees the orbital density
  have h4 : star (φ k) ⬝ᵥ (diagonal (fun i => (w i : ℂ))) *ᵥ φ k =
      ((∑ i, w i * Complex.normSq (φ k i) : ℝ) : ℂ) := by
    rw [dotProduct, Complex.ofReal_sum]
    refine Finset.sum_congr rfl fun i _ => ?_
    rw [Matrix.mulVec_diagonal, Complex.ofReal_mul, Complex.normSq_eq_conj_mul_self,
      Pi.star_apply, Complex.star_def]
    ring
  rw [Complex.ofReal_sub, ← h4]
  linear_combination h3
```

## Density and total energy

From here on the set of orbitals is finite. The density on site i is

ρᵢ = Σₖ fₖ |φₖᵢ|².

The occupations are arbitrary real numbers. The physical cases are fₖ = 0 for an empty orbital, fₖ = 1 for a singly occupied orbital, fₖ = 2 for a spatial orbital holding two electrons of opposite spin, and fractional values for smeared occupations.

```lean
variable [Fintype κ]

/-- The density `ρ i = ∑ f k |φ k i|²` of orbitals `φ k` with occupations `f k`. -/
def density (f : κ → ℝ) (φ : κ → n → ℂ) (i : n) : ℝ :=
  ∑ k, f k * Complex.normSq (φ k i)
```

The energy from hopping is

Σₖ fₖ Re⟨φₖ, Tφₖ⟩.

The real part makes this a real number for any orbitals and any T. For Kohn–Sham orbitals it discards nothing, by the projection result above. The definition is called `oneBody`, but unlike the usual one-body energy it leaves out the external potential, which is added separately.

```lean
/-- The one-body energy: the sum of the real parts of `⟨φ k, T φ k⟩`, weighted with the
occupations `f k`. -/
def oneBody (T : Matrix n n ℂ) (f : κ → ℝ) (φ : κ → n → ℂ) : ℝ :=
  ∑ k, f k * (star (φ k) ⬝ᵥ T *ᵥ φ k).re
```

The total energy is then

E = Σₖ fₖ Re⟨φₖ, Tφₖ⟩ + v·ρ + H(ρ).

It contains the external potential v and not the effective potential w. It is defined for any set of orbitals, whether or not they solve an equation.

```lean
/-- The total energy: one-body energy, energy in the external potential `v`, and
interaction energy of the density. -/
def totalEnergy (T : Matrix n n ℂ) (v : n → ℝ) (W : Matrix n n ℝ)
    (f : κ → ℝ) (φ : κ → n → ℂ) : ℝ :=
  oneBody T f φ + v ⬝ᵥ density f φ + hartree W (density f φ)
```

## Summing over the occupied orbitals

Multiply the projected equation by fₖ and sum over k:

Σₖ fₖ ⟨φₖ, Tφₖ⟩ + Σₖ fₖ Σᵢ wᵢ |φₖᵢ|² = Σₖ fₖ εₖ.

Exchanging the two finite sums in the second term gives the energy of the density in the effective potential:

Σₖ fₖ Σᵢ wᵢ |φₖᵢ|² = Σᵢ wᵢ Σₖ fₖ |φₖᵢ|² = w·ρ.

So for every real effective potential w, self-consistent or not,

Σₖ fₖ ⟨φₖ, Tφₖ⟩ + w·ρ = Σₖ fₖ εₖ.

The exchange of sums is `hp` in the proof, done by `Finset.sum_comm`. After that the two sides are compared orbital by orbital with `orbital_expectation`.

```lean
/-- For Kohn-Sham orbitals in any effective potential `w`, the one-body energy plus the
energy of the density in `w` is the occupation-weighted sum of orbital energies. -/
theorem band_energy [DecidableEq n] {T : Matrix n n ℂ} {w : n → ℝ}
    {φ : κ → n → ℂ} {ε : κ → ℝ} (f : κ → ℝ) (h : IsKohnSham T w φ ε) :
    oneBody T f φ + w ⬝ᵥ density f φ = ∑ k, f k * ε k := by
  -- exchange the sums over sites and orbitals
  have hp : w ⬝ᵥ density f φ = ∑ k, f k * ∑ i, w i * Complex.normSq (φ k i) := by
    simp only [dotProduct, density, Finset.mul_sum]
    rw [Finset.sum_comm]
    refine Finset.sum_congr rfl fun k _ => Finset.sum_congr rfl fun i _ => ?_
    ring
  rw [hp, oneBody, ← Finset.sum_add_distrib]
  refine Finset.sum_congr rfl fun k _ => ?_
  rw [orbital_expectation h k, Complex.ofReal_re]
  ring
```

## Removing the double counting

Now let w = v + u with u = Wρ, where ρ is the density of the same orbitals. The band identity becomes

Σₖ fₖ ⟨φₖ, Tφₖ⟩ + v·ρ + ρ·Wρ = Σₖ fₖ εₖ.

The interaction term is ρ·Wρ = 2H(ρ), twice what the total energy contains. Subtracting H(ρ) from both sides leaves E on the left:

E = Σₖ fₖ εₖ − H(ρ).

The hypotheses of `double_counting` are the orbital equations in the potential `v + u` and the self-consistency condition `hu`. The theorem starts from a self-consistent solution and makes no statement about whether one exists for given T, v, W and f. Symmetry of W is not required, since the only product that occurs has ρ on both sides.

The proof specialises `band_energy` to `v + u`, inserts `hu`, and leaves the subtraction to `linarith`.

```lean
/-- Double counting: if normalised orbitals solve the Kohn-Sham equations in the potential
`v + u`, where `u = W ρ` is generated by their own density `ρ`, then the total energy is the
occupation-weighted sum of orbital energies minus the interaction energy. -/
theorem double_counting [DecidableEq n] {T : Matrix n n ℂ} {v u : n → ℝ}
    {W : Matrix n n ℝ} {f : κ → ℝ} {φ : κ → n → ℂ} {ε : κ → ℝ}
    (h : IsKohnSham T (v + u) φ ε) (hu : u = W *ᵥ density f φ) :
    totalEnergy T v W f φ = ∑ k, f k * ε k - hartree W (density f φ) := by
  have hb := band_energy f h
  rw [add_dotProduct, hu, dotProduct_comm (W *ᵥ density f φ) (density f φ)] at hb
  unfold totalEnergy hartree
  linarith
```

## The interaction potential as a derivative

The choice u = Wρ has a variational origin when W is symmetric, as it is for a pair interaction in which site i acts on site j as j acts on i. For two densities a and b, symmetry gives

a·Wb = (Wᵀa)·b = (Wa)·b = b·Wa.

```lean
omit [Fintype κ] in
/-- A symmetric interaction matrix couples two densities reciprocally. -/
theorem interaction_comm {W : Matrix n n ℝ} (hW : W.IsSymm) (a b : n → ℝ) :
    a ⬝ᵥ W *ᵥ b = b ⬝ᵥ W *ᵥ a := by
  rw [Matrix.dotProduct_mulVec, ← Matrix.mulVec_transpose, hW.eq, dotProduct_comm]
```

Displace the density from ρ to ρ + tδ, with a real parameter t and a fixed direction δ. Expanding the quadratic form gives

H(ρ + tδ) = H(ρ) + ½ t (ρ·Wδ + δ·Wρ) + t² H(δ).

By reciprocity the two mixed terms are equal, so

H(ρ + tδ) = H(ρ) + t (Wρ)·δ + t² H(δ).

The derivative at t = 0 is (Wρ)·δ. Thus Wρ is the potential obtained by differentiating the interaction energy with respect to the density, which is how the interaction part of the Kohn–Sham potential is defined. The direction δ is unrestricted; changes that conserve the particle number are the special case Σᵢ δᵢ = 0.

In the proof, `e` is the exact quadratic expansion and `d` differentiates it term by term.

```lean
/-- For symmetric `W`, the potential `W ρ` is the derivative of the interaction energy with
respect to the density, in every direction `δ`. -/
theorem hartree_potential {W : Matrix n n ℝ} (hW : W.IsSymm) (ρ δ : n → ℝ) :
    HasDerivAt (fun t : ℝ => hartree W (ρ + t • δ)) ((W *ᵥ ρ) ⬝ᵥ δ) 0 := by
  -- the interaction energy is a quadratic polynomial in the displacement
  have e : (fun t : ℝ => hartree W (ρ + t • δ)) =
      fun t : ℝ => (hartree W ρ + t * ((W *ᵥ ρ) ⬝ᵥ δ)) + t ^ 2 * hartree W δ := by
    funext t
    simp only [hartree, Matrix.mulVec_add, Matrix.mulVec_smul, add_dotProduct,
      dotProduct_add, smul_dotProduct, dotProduct_smul, smul_eq_mul]
    rw [interaction_comm hW ρ δ, dotProduct_comm (W *ᵥ ρ) δ]
    ring
  rw [e]
  have d := (((hasDerivAt_id' (0 : ℝ)).mul_const ((W *ᵥ ρ) ⬝ᵥ δ)).const_add
    (hartree W ρ)).fun_add (((hasDerivAt_id' (0 : ℝ)).fun_pow 2).mul_const (hartree W δ))
  exact d.congr_deriv (by simp)
```

## The energy before self-consistency

During an iteration the orbitals are computed in the potential v + Wr of an input density r, and their own density ρ generally differs from r. The band identity with w = v + Wr reads

Σₖ fₖ ⟨φₖ, Tφₖ⟩ + v·ρ + ρ·Wr = Σₖ fₖ εₖ.

The total energy of these orbitals, evaluated with their output density, is therefore

E = Σₖ fₖ εₖ − ρ·Wr + H(ρ).

For symmetric W, the interaction energy of the density change is

H(ρ − r) = H(ρ) − ρ·Wr + H(r).

Using this to replace H(ρ) − ρ·Wr gives

E = Σₖ fₖ εₖ − H(r) + H(ρ − r).

If the last term is left out, the band sum corrected with the input density misses E by exactly H(ρ − r), which is quadratic in the density change. It matters which density enters the correction. With H(ρ) in place of H(r), the same hand calculation gives a difference of ρ·W(ρ − r), which is in general of first order. At r = ρ both expressions reduce to the self-consistent formula.

The Lean proof uses `interaction_comm` for the mixed terms, expands the interaction energy of `density f φ - r`, and compares coefficients with `linarith`.

```lean
/-- Before self-consistency: if `W` is symmetric and the orbitals are computed in the potential
`v + W r` of an input density `r`, the total energy of the orbitals is the band sum minus the
interaction energy of `r`, plus the interaction energy of the density change. -/
theorem double_counting_input_density [DecidableEq n] {T : Matrix n n ℂ} {v r : n → ℝ}
    {W : Matrix n n ℝ} {f : κ → ℝ} {φ : κ → n → ℂ} {ε : κ → ℝ}
    (hW : W.IsSymm) (h : IsKohnSham T (v + W *ᵥ r) φ ε) :
    totalEnergy T v W f φ =
      ∑ k, f k * ε k - hartree W r + hartree W (density f φ - r) := by
  have hb := band_energy f h
  rw [add_dotProduct, dotProduct_comm (W *ᵥ r) (density f φ)] at hb
  have hs := interaction_comm hW r (density f φ)
  -- complete the square in the density change
  simp only [totalEnergy, hartree, Matrix.mulVec_sub, sub_dotProduct, dotProduct_sub]
  linarith
```

## A doubly occupied dimer

Two sites with hopping −t, where t is now the hopping strength, give an explicit self-consistent solution. Take v = 0, W = U times the unit matrix, and one orbital with amplitude 1/√2 on each site.

```lean
/-- The orbital of a two-site lattice with equal amplitudes `1/√2` on both sites. -/
def dimerOrbital : Fin 1 → Fin 2 → ℂ := fun _ _ => (((Real.sqrt 2)⁻¹ : ℝ) : ℂ)
```

With occupation 2, the density on each site is

ρᵢ = 2 · ½ = 1,

so the effective potential is U on both sites. Acting on equal amplitudes, the hopping matrix gives −t times the same amplitudes, and the orbital energy is

ε = U − t.

For t > 0 this is the bonding orbital, the lower of the two levels; the theorem holds for all real t and U. The double-counting formula then gives

E = 2(U − t) − U = U − 2t,

in agreement with the direct sum of the hopping energy −2t and the interaction energy ½(U + U) = U.

The letter U here multiplies products of total site densities. It is not the Hubbard parameter in its usual normalisation: the spin-unpolarised mean-field treatment of the Hubbard interaction corresponds to a diagonal W with half the Hubbard U as its entries.

In the proof, `hs` and `hc` record that the squared amplitude is ½, as a real and as a complex number, and `hρ` is the density of one particle per site. Normalisation follows from `hc`. The orbital equation is linear, so the amplitude is replaced by an arbitrary number `c` before the two components are checked.

```lean
/-- On two sites with hopping `-t`, interaction matrix `W = U · 1` and no external potential, the
doubly occupied equal-amplitude orbital solves the self-consistent Kohn-Sham equations with orbital
energy `U - t`. -/
theorem double_counting_witness (t U : ℝ) :
    IsKohnSham !![0, -(t : ℂ); -(t : ℂ), 0]
      (0 + !![U, 0; 0, U] *ᵥ density (fun _ => 2) dimerOrbital)
      dimerOrbital (fun _ => U - t) := by
  have hs : (Real.sqrt 2)⁻¹ * (Real.sqrt 2)⁻¹ = (1 / 2 : ℝ) := by
    rw [← mul_inv, Real.mul_self_sqrt (by norm_num)]
    norm_num
  have hc : (((Real.sqrt 2)⁻¹ : ℝ) : ℂ) * (((Real.sqrt 2)⁻¹ : ℝ) : ℂ) = 1 / 2 := by
    rw [← Complex.ofReal_mul, hs]
    norm_num
  -- each site carries one particle
  have hρ : density (fun _ => 2) dimerOrbital = fun _ => 1 := by
    funext i
    simp only [density, dimerOrbital, Complex.normSq_ofReal, hs, Finset.sum_const,
      Finset.card_univ, Fintype.card_fin]
    norm_num
  rw [hρ]
  intro k
  constructor
  · simp only [dotProduct, Fin.sum_univ_two, Pi.star_apply, dimerOrbital,
      Complex.star_def, Complex.conj_ofReal, hc]
    norm_num
  · unfold dimerOrbital
    generalize (((Real.sqrt 2)⁻¹ : ℝ) : ℂ) = c
    ext i
    fin_cases i <;>
      simp [Matrix.mulVec, dotProduct, Fin.sum_univ_two, Matrix.diagonal_apply] <;> ring

end

end KohnShamDoubleCounting
```

```lean
#print axioms KohnShamDoubleCounting.band_energy
#print axioms KohnShamDoubleCounting.double_counting
#print axioms KohnShamDoubleCounting.hartree_potential
#print axioms KohnShamDoubleCounting.double_counting_input_density
```

```
'KohnShamDoubleCounting.band_energy' depends on axioms: [propext, Classical.choice, Quot.sound]
'KohnShamDoubleCounting.double_counting' depends on axioms: [propext, Classical.choice, Quot.sound]
'KohnShamDoubleCounting.hartree_potential' depends on axioms: [propext, Classical.choice, Quot.sound]
'KohnShamDoubleCounting.double_counting_input_density' depends on axioms: [propext, Classical.choice, Quot.sound]
```
